# σ·x maps spinors with eigenvalues (κ, m) of K = σ·L + 1 and Jz to spinors with (−κ, m)

In the ground state of a one-electron atom described by the Dirac equation, the large component has the angular form of an s½ spinor and the small component that of a p½ spinor. The pattern extends to other central fields: the stationary states can be chosen so that the two angular parts share the value m of Jz and have opposite values κ of the spin-orbit operator K = σ·L + 1. What operator carries one into the other, and which properties of position and momentum does this need?

The operator is S = σ·x, and the canonical relations between positions and momenta, together with commuting positions, are enough. The operators live in a complex algebra A, not necessarily commutative, and act on a module V whose elements play the part of scalar wavefunctions.

```lean
import Mathlib

open Complex

namespace SpinorSphericalHarmonics

noncomputable section

variable {A : Type*} [Ring A] [Algebra ℂ A]
variable {V : Type*} [AddCommGroup V] [Module A V]
```

## Canonical relations without commuting momenta

Set ħ = 1 and write I for the imaginary unit, so that i is free as an index. The indices 0, 1, 2 stand for the directions x, y, z. The assumptions are

x_i x_j = x_j x_i,  [x_i, p_j] = I δ_ij.

They express that the coordinates can be specified together and that each momentum generates translations along its own axis. `Canonical` splits the second relation into `same` for equal indices and `other` for different ones. It demands nothing of [p_i, p_j].

```lean
/-- Positions that commute with one another, and momenta with `[x_i, p_j] = I δ_ij`; nothing is
assumed about the commutators of the momenta among themselves. -/
structure Canonical (x p : Fin 3 → A) : Prop where
  comm : ∀ i j, x i * x j = x j * x i
  same : ∀ i, x i * p i - p i * x i = I • (1 : A)
  other : ∀ i j, i ≠ j → x i * p j - p j * x i = 0
```

The orbital angular momentum is L = x × p. If the momenta commute too, as −I ∂_i do, its components obey the usual angular-momentum relations among themselves; the results below do not use these relations. With indices counted modulo 3,

L_i = x_{i+1} p_{i+2} − x_{i+2} p_{i+1}.

```lean
/-- The orbital angular momentum `L = x × p`, with indices read cyclically. -/
def orbital (x p : Fin 3 → A) (i : Fin 3) : A :=
  x (i + 1) * p (i + 2) - x (i + 2) * p (i + 1)
```

For a vector operator v, the Pauli contraction is the 2×2 matrix with rows (v_2, v_0 − I v_1) and (v_0 + I v_1, −v_2). Its entries are operators, so their order in products matters. S is `sigmaDot x`.

```lean
/-- The contraction `σ·v` of the Pauli matrices with a vector operator. -/
def sigmaDot (v : Fin 3 → A) : Matrix (Fin 2) (Fin 2) A :=
  !![v 2, v 0 - I • v 1; v 0 + I • v 1, -v 2]
```

The spin-orbit operator is K = σ·L + 1, and κ denotes the eigenvalue of K itself. Many texts use the opposite sign, which gives s½ the value κ = −1; here it has κ = +1.

```lean
/-- The spin-orbit operator `K = σ·L + 1`. -/
def diracK (x p : Fin 3 → A) : Matrix (Fin 2) (Fin 2) A :=
  sigmaDot (orbital x p) + 1
```

Along z the total angular momentum is Jz = L_2 + σ_z/2, a diagonal matrix.

```lean
/-- The total angular momentum along z, `Jz = L_z + σ_z / 2`. -/
def totalJz (x p : Fin 3 → A) : Matrix (Fin 2) (Fin 2) A :=
  !![orbital x p 2 + (1 / 2 : ℂ) • (1 : A), 0; 0, orbital x p 2 - (1 / 2 : ℂ) • (1 : A)]
```

The square of S will turn out to be the squared radius x·x = x_0² + x_1² + x_2².

```lean
/-- The squared radius `x·x`. -/
def radiusSq (x : Fin 3 → A) : A := x 0 * x 0 + x 1 * x 1 + x 2 * x 2
```

A two-component spinor is a function ψ : `Fin 2 → V`, on which a matrix M acts by rows:

(Mψ)_i = M_i0 ψ_0 + M_i1 ψ_1.

```lean
/-- The action of a 2×2 matrix of operators on a two-component spinor. -/
def act (M : Matrix (Fin 2) (Fin 2) A) (ψ : Fin 2 → V) : Fin 2 → V :=
  fun i => M i 0 • ψ 0 + M i 1 • ψ 1
```

The joint eigenspace for (κ, m) consists of all ψ with Kψ = κψ and Jz ψ = mψ. It always contains the zero spinor, and κ and m may be any complex numbers; their physical quantisation is not imposed.

```lean
/-- The spinors with `K ψ = κ ψ` and `Jz ψ = m ψ`. -/
def spinorSpace [Module ℂ V] (x p : Fin 3 → A) (κ m : ℂ) : Set (Fin 2 → V) :=
  {ψ | act (diracK x p) ψ = κ • ψ ∧ act (totalJz x p) ψ = m • ψ}
```

## Position as a vector under rotations

Since positions commute,

[L_i, x_j] = x_{i+1} [p_{i+2}, x_j] − x_{i+2} [p_{i+1}, x_j],

and [p_k, x_j] = −I δ_jk. Taking j = i, i+1 and i+2 in turn gives

[L_i, x_i] = 0,
[L_i, x_{i+1}] = I x_{i+2},
[L_i, x_{i+2}] = −I x_{i+1}.

The proof follows the same route: `noncomm_ring` expands each commutator into elementary ones, and the canonical relations evaluate them.

```lean
/-- The position is a vector operator under orbital rotations: `[L_i, x_j] = I ε_ijk x_k`. -/
theorem orbital_position {x p : Fin 3 → A} (h : Canonical x p) (i : Fin 3) :
    orbital x p i * x i = x i * orbital x p i ∧
    orbital x p i * x (i + 1) = x (i + 1) * orbital x p i + I • x (i + 2) ∧
    orbital x p i * x (i + 2) = x (i + 2) * orbital x p i + -(I • x (i + 1)) := by
  have n1 := (by decide : ∀ i : Fin 3, i ≠ i + 1) i
  have n2 := (by decide : ∀ i : Fin 3, i ≠ i + 2) i
  have n3 := (by decide : ∀ i : Fin 3, i + 1 ≠ i + 2) i
  have c (j k : Fin 3) : x j * x k - x k * x j = 0 := sub_eq_zero.2 (h.comm j k)
  unfold orbital
  -- each commutator is expanded into the elementary ones
  refine ⟨sub_eq_zero.1 ?_, sub_eq_iff_eq_add'.1 ?_, sub_eq_iff_eq_add'.1 ?_⟩
  · calc _ = x (i + 2) * (x i * p (i + 1) - p (i + 1) * x i)
          - x (i + 1) * (x i * p (i + 2) - p (i + 2) * x i)
          + (x (i + 1) * x i - x i * x (i + 1)) * p (i + 2)
          - (x (i + 2) * x i - x i * x (i + 2)) * p (i + 1) := by noncomm_ring
      _ = 0 := by rw [h.other _ _ n1, h.other _ _ n2, c, c]; simp
  · calc _ = x (i + 2) * (x (i + 1) * p (i + 1) - p (i + 1) * x (i + 1))
          - x (i + 1) * (x (i + 1) * p (i + 2) - p (i + 2) * x (i + 1))
          + (x (i + 1) * x (i + 2) - x (i + 2) * x (i + 1)) * p (i + 1) := by noncomm_ring
      _ = I • x (i + 2) := by rw [h.same, h.other _ _ n3, c]; simp
  · calc _ = x (i + 2) * (x (i + 2) * p (i + 1) - p (i + 1) * x (i + 2))
          - x (i + 1) * (x (i + 2) * p (i + 2) - p (i + 2) * x (i + 2))
          + (x (i + 1) * x (i + 2) - x (i + 2) * x (i + 1)) * p (i + 2) := by noncomm_ring
      _ = -(I • x (i + 1)) := by rw [h.same, h.other _ _ n3.symm, c]; simp
```

The orbital angular momentum is also transverse to the position. Writing out the three terms and collecting the momenta,

x·L = [x_0, x_1] p_2 + [x_2, x_0] p_1 + [x_1, x_2] p_0 = 0.

```lean
/-- The orbital angular momentum is transverse to the position: `x·L = 0`. -/
theorem position_dot_orbital {x p : Fin 3 → A} (h : Canonical x p) :
    x 0 * orbital x p 0 + x 1 * orbital x p 1 + x 2 * orbital x p 2 = 0 := by
  have c (j k : Fin 3) : x j * x k - x k * x j = 0 := sub_eq_zero.2 (h.comm j k)
  have l0 : orbital x p 0 = x 1 * p 2 - x 2 * p 1 := rfl
  have l1 : orbital x p 1 = x 2 * p 0 - x 0 * p 2 := rfl
  have l2 : orbital x p 2 = x 0 * p 1 - x 1 * p 0 := rfl
  rw [l0, l1, l2]
  calc _ = (x 0 * x 1 - x 1 * x 0) * p 2 + (x 2 * x 0 - x 0 * x 2) * p 1
        + (x 1 * x 2 - x 2 * x 1) * p 0 := by noncomm_ring
    _ = 0 := by rw [c, c, c]; simp
```

## The sign reversal of K

The Pauli product rule gives

(σ·x)(σ·L) = x·L + I σ·(x × L),
(σ·L)(σ·x) = L·x + I σ·(L × x).

The scalar terms vanish, because x·L = 0 and each L_i commutes with x_i. For the vector terms,

(x × L + L × x)_i = [L_{i+1}, x_{i+2}] − [L_{i+2}, x_{i+1}] = I x_i + I x_i = 2I x_i.

Multiplication by the remaining I gives

(σ·x)(σ·L) + (σ·L)(σ·x) = −2 σ·x.

The proof checks this for each of the four matrix entries. It moves every L to the right of x by the commutators above, replaces x_2 L_2 by −(x_0 L_0 + x_1 L_1), and lets `module` compare the coefficients.

```lean
/-- The anticommutator of `σ·x` and `σ·L` is `-2 σ·x`. -/
theorem sigma_anticommutator {x p : Fin 3 → A} (h : Canonical x p) :
    sigmaDot x * sigmaDot (orbital x p) + sigmaDot (orbital x p) * sigmaDot x
      = -(sigmaDot x + sigmaDot x) := by
  obtain ⟨a00, a01, a02⟩ := orbital_position h 0
  obtain ⟨a11, a12, a10⟩ := orbital_position h 1
  obtain ⟨a22, a20, a21⟩ := orbital_position h 2
  change _ * x 1 = x 1 * _ + I • x 2 at a01
  change _ * x 2 = x 2 * _ + -(I • x 1) at a02
  change _ * x 2 = x 2 * _ + I • x 0 at a12
  change _ * x 0 = x 0 * _ + -(I • x 2) at a10
  change _ * x 0 = x 0 * _ + I • x 1 at a20
  change _ * x 1 = x 1 * _ + -(I • x 0) at a21
  have t := eq_neg_of_add_eq_zero_right (position_dot_orbital h)
  -- move L to the right of x, then eliminate x_z L_z by transversality
  ext i j
  fin_cases i <;> fin_cases j <;>
    simp [sigmaDot] <;>
    simp only [mul_add, add_mul, mul_sub, sub_mul, smul_mul_assoc, mul_smul_comm,
      a00, a01, a02, a10, a11, a12, a20, a21, a22, t, smul_add, smul_sub, smul_neg,
      smul_smul, I_mul_I, neg_smul, one_smul] <;>
    module
```

The added 1 in K absorbs the term −2S symmetrically:

SK = S(σ·L) + S = −(σ·L)S − 2S + S = −(σ·L)S − S = −KS.

```lean
/-- The operator `σ·x` anticommutes with `K = σ·L + 1`. -/
theorem sigma_mul_diracK {x p : Fin 3 → A} (h : Canonical x p) :
    sigmaDot x * diracK x p = -(diracK x p * sigmaDot x) := by
  unfold diracK
  calc _ = (sigmaDot x * sigmaDot (orbital x p) + sigmaDot (orbital x p) * sigmaDot x)
        + (sigmaDot x + sigmaDot x) - (sigmaDot (orbital x p) + 1) * sigmaDot x := by
        noncomm_ring
    _ = _ := by rw [sigma_anticommutator h, neg_add_cancel, zero_sub]
```

## Conservation of m

Orbital and spin rotations about z cancel in the commutator with S. The orbital part is

Σ_j σ_j [L_2, x_j] = I x_1 σ_x − I x_0 σ_y,

where σ_0, σ_1, σ_2 are σ_x, σ_y, σ_z. Using [σ_z, σ_x] = 2I σ_y and [σ_z, σ_y] = −2I σ_x, the spin part is

½ Σ_j x_j [σ_z, σ_j] = I x_0 σ_y − I x_1 σ_x.

The sum is zero, so S Jz = Jz S. In Lean this is again an entrywise comparison, with the commutators of L_2 supplied by `orbital_position h 2`.

```lean
/-- The operator `σ·x` commutes with `Jz`. -/
theorem sigma_mul_totalJz {x p : Fin 3 → A} (h : Canonical x p) :
    sigmaDot x * totalJz x p = totalJz x p * sigmaDot x := by
  obtain ⟨a22, a20, a21⟩ := orbital_position h 2
  change _ * x 0 = x 0 * _ + I • x 1 at a20
  change _ * x 1 = x 1 * _ + -(I • x 0) at a21
  ext i j
  fin_cases i <;> fin_cases j <;>
    simp [sigmaDot, totalJz, Matrix.mul_apply, Fin.sum_univ_two] <;>
    simp only [mul_add, add_mul, mul_sub, sub_mul, smul_mul_assoc, mul_smul_comm,
      mul_one, one_mul, a20, a21, a22, smul_add, smul_sub, smul_neg,
      smul_smul, I_mul_I, neg_smul, one_smul] <;>
    module
```

## The square of S and nonzero images

To pass from matrices to spinors, one needs (MN)ψ = M(Nψ). Expanding both sides gives the same four terms in each component.

```lean
omit [Algebra ℂ A] in
/-- A product of operator matrices acts on a spinor as the two successive actions. -/
theorem act_mul (M N : Matrix (Fin 2) (Fin 2) A) (ψ : Fin 2 → V) :
    act (M * N) ψ = act M (act N ψ) := by
  ext i
  simp only [act, Matrix.mul_apply, Fin.sum_univ_two, add_smul, mul_smul, smul_add]
  abel
```

The Pauli product rule with both vectors equal to x gives

S² = x·x + I σ·(x × x) = x·x,

since the components of x × x are commutators of positions. The proof establishes this as a matrix identity, and the theorem states its effect: S(Sψ) has components (x·x)ψ_i.

```lean
/-- Acting twice with `σ·x` multiplies each spinor component by `x·x`. -/
theorem sigma_sq_act {x p : Fin 3 → A} (h : Canonical x p) (ψ : Fin 2 → V) :
    act (sigmaDot x) (act (sigmaDot x) ψ) = fun i => radiusSq x • ψ i := by
  have e : sigmaDot x * sigmaDot x = Matrix.diagonal fun _ => radiusSq x := by
    ext i j
    fin_cases i <;> fin_cases j <;>
      simp [sigmaDot, radiusSq, Matrix.mul_apply, Fin.sum_univ_two] <;>
      simp only [mul_add, add_mul, mul_sub, sub_mul, smul_mul_assoc, mul_smul_comm,
        neg_mul, h.comm 1 0, h.comm 2 0, h.comm 2 1, smul_add, smul_sub, smul_neg,
        smul_smul, I_mul_I, neg_smul, one_smul] <;>
      module
  rw [← act_mul, e]
  ext i
  fin_cases i <;> simp [act]
```

Suppose now that x·x annihilates no nonzero element of V. Physically, no admitted wavefunction is concentrated entirely at the origin, as a delta distribution would be. If Sψ = 0, then (x·x)ψ_i = 0 for both components, hence ψ = 0. Nonzero spinors therefore have nonzero images.

```lean
/-- If `x·x` acts injectively, `σ·x` sends nonzero spinors to nonzero spinors. -/
theorem sigma_act_ne_zero {x p : Fin 3 → A} (h : Canonical x p)
    (hr : ∀ v : V, radiusSq x • v = 0 → v = 0) {ψ : Fin 2 → V} (hψ : ψ ≠ 0) :
    act (sigmaDot x) ψ ≠ 0 := by
  intro h0
  refine hψ (funext fun i => hr _ ?_)
  have hs := congrFun (sigma_sq_act h ψ) i
  rw [h0] at hs
  simpa [act] using hs.symm
```

## From (κ, m) to (−κ, m)

Let Kψ = κψ and Jz ψ = mψ. Then

K(Sψ) = −S(Kψ) = −κ Sψ,
Jz(Sψ) = S(Jz ψ) = m Sψ.

Here S must commute with complex scalars. The assumption `IsScalarTower ℂ A V` ensures this by making the complex numbers act on V in the same way directly and through A.

`Set.MapsTo` says that S takes every member of the first eigenspace into the second. It needs no condition on x·x, but the image may then be zero; with the condition of `sigma_act_ne_zero`, a true eigenspinor goes to a true eigenspinor. That S reaches the whole target space is not claimed.

For a single electron in a central field, this is the angular relation between the large and small components in four-component atomic calculations. Radial functions, inner products and the Dirac equation itself do not enter.

```lean
variable [Module ℂ V] [IsScalarTower ℂ A V]

/-- Under the canonical relations, `σ·x` sends spinors with eigenvalues `(κ, m)` of `(K, Jz)` to
spinors with eigenvalues `(-κ, m)`. -/
theorem sigma_mapsTo {x p : Fin 3 → A} (h : Canonical x p) (κ m : ℂ) :
    Set.MapsTo (act (sigmaDot x)) (spinorSpace x p κ m : Set (Fin 2 → V))
      (spinorSpace x p (-κ) m) := by
  rintro ψ ⟨hK, hJ⟩
  have s (c : ℂ) : act (sigmaDot x) (c • ψ) = c • act (sigmaDot x) ψ := by
    ext i
    simp only [act, Pi.smul_apply, smul_add, smul_comm _ c]
  have e : diracK x p * sigmaDot x = sigmaDot x * -diracK x p := by
    rw [mul_neg, sigma_mul_diracK h, neg_neg]
  have n : act (-diracK x p) ψ = (-κ) • ψ := by
    rw [neg_smul, ← hK]
    ext i
    simp only [act, Matrix.neg_apply, Pi.neg_apply, neg_smul, neg_add]
  constructor
  · rw [← act_mul, e, act_mul, n, s]
  · rw [← act_mul, ← sigma_mul_totalJz h, act_mul, hJ, s]
```

## Polynomials and the constant spinor

The relations have a concrete realisation on complex polynomials in three variables. Position acts as multiplication by a coordinate.

```lean
/-- Multiplication by a coordinate on complex polynomials in three variables. -/
def positionOp (i : Fin 3) : Module.End ℂ (MvPolynomial (Fin 3) ℂ) :=
  LinearMap.mulLeft ℂ (MvPolynomial.X i)
```

Momentum acts as −I ∂_i.

```lean
/-- The momentum `-I ∂_i` on complex polynomials in three variables. -/
def momentumOp (i : Fin 3) : Module.End ℂ (MvPolynomial (Fin 3) ℂ) :=
  (-I) • (MvPolynomial.pderiv i).toLinearMap
```

By the product rule,

[x_i, p_i] f = −I (x_i ∂_i f − ∂_i(x_i f)) = I f,

and for i ≠ j the commutator [x_i, p_j] vanishes because ∂_j x_i = 0. The constant spin-up spinor (1, 0) is annihilated by every L_i. Hence K(1, 0) = (1, 0) and Jz(1, 0) = ½(1, 0), so κ = 1 and m = ½. The proof lets both sides of each relation act on a polynomial and simplifies with the product rule.

```lean
/-- Coordinates and `-I ∂_i` on polynomials satisfy the canonical relations, and the constant
spin-up spinor has `κ = 1` and `m = 1/2`. -/
theorem canonical_witness : Canonical positionOp momentumOp ∧
    (![1, 0] : Fin 2 → MvPolynomial (Fin 3) ℂ) ∈
      spinorSpace positionOp momentumOp 1 (1 / 2) := by
  refine ⟨⟨fun i j => ?_, fun i => ?_, fun i j hij => ?_⟩, ?_, ?_⟩
  · refine LinearMap.ext fun f => ?_
    simp only [positionOp, Module.End.mul_apply, LinearMap.mulLeft_apply]
    ring
  · refine LinearMap.ext fun f => ?_
    simp [positionOp, momentumOp, Derivation.leibniz, MvPolynomial.smul_eq_C_mul]
  · refine LinearMap.ext fun f => ?_
    simp [positionOp, momentumOp, Derivation.leibniz, MvPolynomial.pderiv_X_of_ne hij]
  · ext1 i
    fin_cases i <;> simp [act, diracK, sigmaDot, orbital, positionOp, momentumOp]
  · ext1 i
    fin_cases i <;> simp [act, totalJz, orbital, positionOp, momentumOp]

end

end SpinorSphericalHarmonics
```

```lean
#print axioms SpinorSphericalHarmonics.sigma_act_ne_zero
#print axioms SpinorSphericalHarmonics.sigma_mapsTo
```

```
'SpinorSphericalHarmonics.sigma_act_ne_zero' depends on axioms: [propext, Classical.choice, Quot.sound]
'SpinorSphericalHarmonics.sigma_mapsTo' depends on axioms: [propext, Classical.choice, Quot.sound]
```

## The lowest pair on the sphere, and a unit vector in place of x

The constant spinor is the smallest case of the map. Applying S to (1, 0) gives (x_2, x_0 + I x_1), a spinor of degree one with κ = −1 and m = ½. Normalised on the unit sphere, with polar angle θ and azimuth φ, the two are

(1, 0)/√(4π) and (cos θ, e^{Iφ} sin θ)/√(4π),

the s½ and p½ spinor spherical harmonics with m = ½, up to a choice of phase.

The model could also have started from the unit vector n = x/r, with commuting components, n·n = 1, n·L = 0 and the same commutators with L. Then σ·n would square to 1 and be its own inverse, which would make the map between the two eigenspaces a bijection. Multiplication by n leads out of the polynomials in three variables, because of the division by r; their restrictions to the unit sphere, where r = 1, could serve as the example instead.
